# The ionic dipole of a zincblende cell modulo the fcc lattice

In zincblende, take a point charge `Z` on any fcc site and `-Z` on any site of the fcc lattice shifted by (1,1,1)/4, with `Z` an integer, charge in units of the elementary charge and length in units of the cubic lattice constant. The theorem `zincblende_class` says that the dipole of this pair equals j(1,1,1)/4 modulo the fcc lattice, for an integer j, exactly when 4 divides Z + j. Only the two point charges enter the dipole; there is no separate electronic term. The proof writes the difference between the dipole and j(1,1,1)/4 as a lattice vector plus `diag (-Z) - diag j`, drops the lattice vector, and applies the earlier criterion for vectors on the diagonal.

Lean 4 with Mathlib refuses this proof:

```lean
import Mathlib

open Finset

namespace TetrahedralPolarization

noncomputable section

/-- Vectors in Cartesian coordinates, in units of the cubic lattice constant. -/
abbrev V := Fin 3 → ℝ

/-- The fcc lattice: half-integer vectors `n / 2` whose integer coordinates `n` have even sum. -/
def fcc : AddSubgroup V where
  carrier := {v | ∃ n : Fin 3 → ℤ, Even (∑ i, n i) ∧ ∀ i, v i = (n i : ℝ) / 2}
  zero_mem' := ⟨0, by simp, by simp⟩
  add_mem' := by
    rintro v w ⟨n, hn, hv⟩ ⟨m, hm, hw⟩
    refine ⟨n + m, ?_, fun i => ?_⟩
    · simp only [Pi.add_apply, Finset.sum_add_distrib]
      exact hn.add hm
    · simp only [Pi.add_apply, hv, hw]
      push_cast
      ring
  neg_mem' := by
    rintro v ⟨n, hn, hv⟩
    refine ⟨-n, ?_, fun i => ?_⟩
    · simp only [Pi.neg_apply, Finset.sum_neg_distrib]
      exact hn.neg
    · simp only [Pi.neg_apply, hv]
      push_cast
      ring

/-- The vector `j (1,1,1) / 4` on the body diagonal of the cubic cell. -/
def diag (j : ℤ) : V := fun _ => (j : ℝ) / 4

/-- The ionic dipole of a cell with charge `Z` at `rc` and charge `-Z` at `ra`,
in units of the elementary charge times the lattice constant. -/
def ionicDipole (Z : ℤ) (rc ra : V) : V := Z • rc - Z • ra

/-- A vector is in the fcc lattice when it is half an integer vector of even coordinate sum. -/
theorem mem_fcc {v : V} :
    v ∈ fcc ↔ ∃ n : Fin 3 → ℤ, Even (∑ i, n i) ∧ ∀ i, v i = (n i : ℝ) / 2 := Iff.rfl

/-- The vectors `j (1,1,1) / 4` and `k (1,1,1) / 4` agree modulo the lattice exactly when
`j` and `k` agree modulo four. -/
theorem diag_sub_mem_iff (j k : ℤ) : diag j - diag k ∈ fcc ↔ (4 : ℤ) ∣ j - k := by
  constructor
  · rintro ⟨n, ⟨s, hs⟩, hn⟩
    have h : ∀ i, j - k = 2 * n i := by
      intro i
      have hi : (j : ℝ) / 4 - (k : ℝ) / 4 = (n i : ℝ) / 2 := hn i
      exact_mod_cast (by linarith : (j : ℝ) - k = 2 * n i)
    rw [Fin.sum_univ_three] at hs
    have h0 := h 0
    have h1 := h 1
    have h2 := h 2
    omega
  · rintro ⟨m, hm⟩
    refine mem_fcc.2 ⟨fun _ => 2 * m, ?_, fun i => ?_⟩
    · rw [Fin.sum_univ_three]
      exact ⟨3 * m, by ring⟩
    · change (j : ℝ) / 4 - (k : ℝ) / 4 = _
      have hm' : (j : ℝ) - k = 4 * m := by exact_mod_cast hm
      push_cast
      linarith

/-- For zincblende with charge `Z` on any fcc site and `-Z` on any site shifted by `(1,1,1) / 4`,
the ionic dipole equals `j (1,1,1) / 4` modulo the lattice exactly when 4 divides `Z + j`. -/
theorem zincblende_class (Z j : ℤ) {rc ra : V} (hc : rc ∈ fcc) (ha : ra - diag 1 ∈ fcc) :
    ionicDipole Z rc ra - diag j ∈ fcc ↔ (4 : ℤ) ∣ Z + j := by
  have e : ionicDipole Z rc ra - diag j
      = (Z • rc - Z • (ra - diag 1)) + (diag (-Z) - diag j) := by
    ext i
    simp only [ionicDipole, diag, Pi.sub_apply, Pi.add_apply, Pi.smul_apply, zsmul_eq_mul]
    push_cast
    ring
  rw [e, add_mem_cancel_left (fcc.sub_mem (fcc.zsmul_mem hc Z) (fcc.zsmul_mem ha Z)),
    diag_sub_mem_iff]
  omega

end

end TetrahedralPolarization
```

The compiler's answer:

```
Try this:
  [apply] ring_nf
  
  The `ring` tactic failed to close the goal. Use `ring_nf` to obtain a normal form.
    
  Note that `ring` works primarily in *commutative* rings. If you have a noncommutative ring, abelian group or module, consider using `noncomm_ring`, `abel` or `module` instead.
Main.lean:72:63: error: unsolved goals
Z j : ℤ
rc ra : V
hc : rc ∈ fcc
ha : ra - diag 1 ∈ fcc
i : Fin 3
⊢ (↑Z * rc) i - (↑Z * ra) i + ↑j * (-1 / 4) = (↑Z * rc) i + ↑j * (-1 / 4) - (↑Z * (ra - diag 1)) i + ↑Z * (-1 / 4)
Main.lean:74:62: warning: This simp argument is unused:
  Pi.smul_apply

Hint: Omit it from the simp argument list.
  [apply] simp only [ionicDipole, diag, Pi.sub_apply, Pi.add_apply, zsmul_eq_mul]

Note: This linter can be disabled with `set_option linter.unusedSimpArgs false`
```

Cause. The error is in the identity `e`, which `ext i` reduces to one coordinate. The vectors are functions into ℝ, so they form a ring under pointwise multiplication, and `zsmul_eq_mul` applies to them as well as to real numbers. Here `simp only` used it on the whole vector, turning `Z • rc` into `↑Z * rc` before the coordinate was taken. `Pi.smul_apply` then had no scalar multiple to act on, which is why the warning calls it unused.

Nothing in the list evaluates a product of functions at `i`, so terms such as `(↑Z * rc) i` and `(↑Z * (ra - diag 1)) i` stayed closed. `ring` treats each as an unknown and cannot expand the second, so it fails, and the message suggesting `ring_nf` reports this.

The repair uses `change` to state the goal in real coordinates, which Lean accepts because the two forms are equal by definition. Now `zsmul_eq_mul` acts on real numbers such as `Z • rc i`, and after `push_cast` the goal is an identity in ℝ that `ring` proves.

As a diff, the version that Lean accepts:

```diff
@@ -72,5 +72,7 @@
       = (Z • rc - Z • (ra - diag 1)) + (diag (-Z) - diag j) := by
     ext i
-    simp only [ionicDipole, diag, Pi.sub_apply, Pi.add_apply, Pi.smul_apply, zsmul_eq_mul]
+    change (Z • rc i - Z • ra i) - (j : ℝ) / 4
+      = (Z • rc i - Z • (ra i - ((1 : ℤ) : ℝ) / 4)) + (((-Z : ℤ) : ℝ) / 4 - (j : ℝ) / 4)
+    simp only [zsmul_eq_mul]
     push_cast
     ring
```
